# Taylor remainder bound for exp(−ikX) H exp(ikX) with bounded H, bounded self-adjoint X and k ≥ 0

The lemma `taylor_nonneg` concerns the field Hamiltonian exp(−ikX) H exp(ikX), where X is a self-adjoint element and H any element of a complex C*-algebra, so both are bounded, and k ≥ 0. Its Taylor polynomial in k has the terms kʲ/j! times the j-th iterate of the velocity map H ↦ i[H, X] applied to H. The lemma says that, if the terms with j < N are kept, the error has norm at most kᴺ/N! times the norm of the N-th iterate. The proof is by induction on N: the remainder of order N + 1 for H has as its derivative the remainder of order N for i[H, X], and a bound on the derivative gives a bound on the function.

This version doesn't compile in Lean 4 with Mathlib:

```lean
import Mathlib

open Complex Finset

namespace TaylorNonneg

noncomputable section

/-- The commutator `[a, b] = ab - ba`. -/
def comm {R : Type*} [Ring R] (a b : R) : R := a * b - b * a

variable {A : Type*} [NormedRing A] [NormedAlgebra ℂ A]

/-- The Hamiltonian `exp(-ikX) H exp(ikX)` at field parameter `k`. -/
def fieldHamiltonian (X H : A) (k : ℝ) : A :=
  NormedSpace.exp ((-(I * (k : ℂ))) • X) * H * NormedSpace.exp ((I * (k : ℂ)) • X)

/-- The velocity map `H ↦ i[H, X]`. -/
def velocity (X H : A) : A := I • comm H X

private theorem hasDerivAt_coeff (j : ℕ) (t : ℝ) :
    HasDerivAt (fun s : ℝ => s ^ (j + 1) / ((j + 1).factorial : ℝ))
      (t ^ j / (j.factorial : ℝ)) t := by
  refine ((hasDerivAt_pow (j + 1) t).div_const _).congr_deriv ?_
  have hj : ((j + 1 : ℕ) : ℝ) ≠ 0 := Nat.cast_ne_zero.mpr (Nat.succ_ne_zero j)
  rw [Nat.add_sub_cancel, Nat.factorial_succ, Nat.cast_mul]
  exact mul_div_mul_left _ _ hj

variable [CompleteSpace A]

/-- The rate of change of the field Hamiltonian is the velocity `i[H, X]`, carried along by
the same phases. -/
theorem hasDerivAt_fieldHamiltonian (X H : A) (k : ℝ) :
    HasDerivAt (fieldHamiltonian X H) (fieldHamiltonian X (velocity X H) k) k := by
  have e1 : ∀ t : ℝ, (-(I * (t : ℂ))) • X = t • (-(I • X)) := fun t => by
    rw [← Complex.coe_smul]; module
  have e2 : ∀ t : ℝ, (I * (t : ℂ)) • X = t • (I • X) := fun t => by
    rw [← Complex.coe_smul]; module
  have h1 := hasDerivAt_exp_smul_const (-(I • X)) k
  have h2 := hasDerivAt_exp_smul_const' (I • X) k
  have h := (h1.mul_const H).fun_mul h2
  have hf : fieldHamiltonian X H = fun t : ℝ =>
      NormedSpace.exp (t • (-(I • X))) * H * NormedSpace.exp (t • (I • X)) := by
    funext t
    rw [fieldHamiltonian, e1, e2]
  rw [hf]
  refine h.congr_deriv ?_
  rw [fieldHamiltonian, e1, e2]
  simp only [velocity, comm, smul_sub, mul_sub, sub_mul, mul_neg, neg_mul,
    smul_mul_assoc, mul_smul_comm, mul_assoc]
  abel

variable [StarRing A] [CStarRing A] [StarModule ℂ A]

/-- For self-adjoint `X` the field Hamiltonian has the same norm as `H`. -/
theorem norm_fieldHamiltonian {X : A} (hX : IsSelfAdjoint X) (H : A) (k : ℝ) :
    ‖fieldHamiltonian X H k‖ = ‖H‖ := by
  -- the phases are unitary
  have hu : ∀ t : ℝ, NormedSpace.exp ((I * (t : ℂ)) • X) ∈ unitary A := by
    intro t
    have hs : IsSelfAdjoint ((t : ℂ) • X) := by
      rw [IsSelfAdjoint, star_smul, hX.star_eq]
      simp
    rw [mul_smul]
    exact (selfAdjoint.expUnitary ⟨(t : ℂ) • X, hs⟩).2
  have e : -(I * (k : ℂ)) = I * ((-k : ℝ) : ℂ) := by push_cast; ring
  rw [fieldHamiltonian, e]
  exact (CStarRing.norm_mul_coe_unitary _ ⟨_, hu k⟩).trans
    (CStarRing.norm_coe_unitary_mul ⟨_, hu (-k)⟩ H)

private theorem taylor_nonneg {X : A} (hX : IsSelfAdjoint X) (N : ℕ) :
    ∀ (H : A) (k : ℝ), 0 ≤ k →
    ‖fieldHamiltonian X H k
        - ∑ j ∈ range N, (k ^ j / (j.factorial : ℝ)) • (velocity X)^[j] H‖
      ≤ k ^ N / (N.factorial : ℝ) * ‖(velocity X)^[N] H‖ := by
  induction N with
  | zero => intro H k _; simp [norm_fieldHamiltonian hX]
  | succ N ih =>
    intro H k hk
    -- the remainder of order N + 1 for H has as derivative that of order N for i[H, X]
    have hg : ∀ t : ℝ, HasDerivAt (fun s : ℝ => fieldHamiltonian X H s
        - ∑ j ∈ range (N + 1), (s ^ j / (j.factorial : ℝ)) • (velocity X)^[j] H)
        (fieldHamiltonian X (velocity X H) t
          - ∑ j ∈ range N, (t ^ j / (j.factorial : ℝ)) • (velocity X)^[j] (velocity X H))
        t := by
      intro t
      have hs : HasDerivAt (fun s : ℝ => ∑ j ∈ range N,
          (s ^ (j + 1) / ((j + 1).factorial : ℝ)) • (velocity X)^[j] (velocity X H))
          (∑ j ∈ range N, (t ^ j / (j.factorial : ℝ)) • (velocity X)^[j] (velocity X H)) t :=
        HasDerivAt.fun_sum fun j _ => (hasDerivAt_coeff j t).smul_const _
      have h := ((hasDerivAt_fieldHamiltonian X H t).fun_sub hs).sub_const H
      convert h using 1
      funext s
      simp only [Finset.sum_range_succ', Function.iterate_succ_apply,
        Function.iterate_zero_apply, pow_zero, Nat.factorial_zero, Nat.cast_one, div_one,
        one_smul]
      abel
    refine image_norm_le_of_norm_deriv_right_le_deriv_boundary
      (fun t _ => (hg t).continuousAt.continuousWithinAt)
      (fun t _ => (hg t).hasDerivWithinAt) ?_
      (fun t => (hasDerivAt_coeff N t).mul_const ‖(velocity X)^[N + 1] H‖)
      (fun t ht => ih (velocity X H) t ht.1) (Set.right_mem_Icc.mpr hk)
    simp [Finset.sum_range_succ', fieldHamiltonian]

end

end TaylorNonneg
```

Messages:

```
Main.lean:93:6: error: Tactic `apply` failed: could not unify the conclusion of `@funext`
  ?f = ?g
with the goal
  inst✝⁵.toAddCommGroup = NonUnitalNormedRing.toNormedAddCommGroup.toAddCommGroup

Note: The full type of `@funext` is
  ∀ {α : Sort ?u.185} {β : α → Sort ?u.184} {f g : (x : α) → β x}, (∀ (x : α), f x = g x) → f = g

case e'_4
A : Type u_1
inst✝⁵ : NormedRing A
inst✝⁴ : NormedAlgebra ℂ A
inst✝³ : CompleteSpace A
inst✝² : StarRing A
inst✝¹ : CStarRing A
inst✝ : StarModule ℂ A
X : A
hX : IsSelfAdjoint X
N : ℕ
ih :
  ∀ (H : A) (k : ℝ),
    0 ≤ k →
      ‖fieldHamiltonian X H k - ∑ j ∈ range N, (k ^ j / ↑j.factorial) • (velocity X)^[j] H‖ ≤
        k ^ N / ↑N.factorial * ‖(velocity X)^[N] H‖
H : A
k : ℝ
hk : 0 ≤ k
t : ℝ
hs :
  HasDerivAt (fun s => ∑ j ∈ range N, (s ^ (j + 1) / ↑(j + 1).factorial) • (velocity X)^[j] (velocity X H))
    (∑ j ∈ range N, (t ^ j / ↑j.factorial) • (velocity X)^[j] (velocity X H)) t
h :
  HasDerivAt
    (fun x =>
      fieldHamiltonian X H x - ∑ j ∈ range N, (x ^ (j + 1) / ↑(j + 1).factorial) • (velocity X)^[j] (velocity X H) - H)
    (fieldHamiltonian X (velocity X H) t - ∑ j ∈ range N, (t ^ j / ↑j.factorial) • (velocity X)^[j] (velocity X H)) t
⊢ inst✝⁵.toAddCommGroup = NonUnitalNormedRing.toNormedAddCommGroup.toAddCommGroup
```

This version goes through:

```diff
@@ -90,10 +90,16 @@
         HasDerivAt.fun_sum fun j _ => (hasDerivAt_coeff j t).smul_const _
       have h := ((hasDerivAt_fieldHamiltonian X H t).fun_sub hs).sub_const H
-      convert h using 1
-      funext s
-      simp only [Finset.sum_range_succ', Function.iterate_succ_apply,
-        Function.iterate_zero_apply, pow_zero, Nat.factorial_zero, Nat.cast_one, div_one,
-        one_smul]
-      abel
+      have hfun : ∀ s : ℝ, fieldHamiltonian X H s
+          - ∑ j ∈ range (N + 1), (s ^ j / (j.factorial : ℝ)) • (velocity X)^[j] H
+          = fieldHamiltonian X H s - ∑ j ∈ range N,
+            (s ^ (j + 1) / ((j + 1).factorial : ℝ)) • (velocity X)^[j] (velocity X H)
+            - H := by
+        intro s
+        simp only [Finset.sum_range_succ', Function.iterate_succ_apply,
+          Function.iterate_zero_apply, pow_zero, Nat.factorial_zero, Nat.cast_one, div_one,
+          one_smul]
+        abel
+      rw [funext hfun]
+      exact h
     refine image_norm_le_of_norm_deriv_right_le_deriv_boundary
       (fun t _ => (hg t).continuousAt.continuousWithinAt)
```

What went wrong. The error arises in the proof of that derivative formula. The derivative `h` is already available, but its function is written differently from the one in the goal: the j = 0 term, which is `H`, is subtracted separately. The step `convert h using 1` was meant to leave the equality of the two functions. The goal that `funext` met was instead an equality between two additive group structures on `A`, one written `inst✝⁵.toAddCommGroup`, the other reached through `NonUnitalNormedRing`. `funext` proves equalities of functions, so it could not apply.

The repair states the intended equality itself, as `hfun`, for each `s`, and proves it with the same `simp only` and `abel` as before. `rw [funext hfun]` then puts the goal's function in the form it has in `h`, and `exact h` closes the goal. The two group structures are equal by definition, which `exact` can check by unfolding, so they no longer appear as a goal to prove.
